# With a fixed coefficient and a sum over strictly later points, the Shirley iteration on N energy points ends exactly after at most N steps

Let $I_0,\dots,I_{N-1}$ be a measured spectrum on $N$ energy points, ordered by increasing kinetic energy, and let $k$ be any real number. The Shirley map with fixed coefficient $k$ sends a trial background $B$ to

$$F(B)_i = k\sum_{j>i}(I_j-B_j).$$

It has exactly one fixed point,

$$B^*_i = k\sum_{j>i}(1-k)^{\,j-i-1}I_j ,$$

and $N$ iterations from any starting background give $B^*$ exactly, however large $k$ is.

## Electrons that lose energy on the way out

In a core-level photoemission spectrum, some electrons lose energy before they leave the sample and are counted at lower kinetic energy. Number the points by increasing kinetic energy. The Shirley model takes the background at point $i$ to be proportional to the background-subtracted signal at all higher kinetic energies, that is, at the later points $j>i$.

The constant $k$ stands for the strength of this inelastic scattering, taken to be independent of the energy loss, with the grid spacing absorbed into it. The background must be known before it can be subtracted, so the condition is self-consistent: $B=F(B)$.

In common use, $k$ is readjusted during the iteration so that the background meets the data at the low-kinetic-energy end. Here $k$ is given and stays the same at every step, which makes $F$ an affine map; the results do not cover the readjusted procedure.

## The statement in Lean

A spectrum or background is a function `Fin N → ℝ`, with points numbered from $0$. The set `Ioi i` contains the points strictly after `i`, so a point does not contribute to its own background, and the background produced at the last point is zero. Any constant offset there has to be subtracted from the data first.

`shirleyMap k I` is $F$, `closedBackground k I` is $B^*$, and `(shirleyMap k I)^[n] B₀` is the result of $n$ iterations from `B₀`. The two definitions are independent of each other, and the fixed-point property is proved. At $k=1$ the convention $0^0=1$ applies, which gives $B^*_i=I_{i+1}$ at every point but the last.

The theorem `shirley_exact_termination` says that $F(B)=B$ holds if and only if $B=B^*$, and that $F^n(B_0)=B^*$ for every $B_0$ and every $n\ge N$. There is no condition on the sign or size of $k$ or of the data.

The theorem `one_fewer_iff` concerns $N+1$ points, numbered $0$ to $N$, and $k\neq0$. There, $N$ iterations suffice exactly when the starting background vanishes at the last point. The usual start from a background that is zero at every point therefore saves one step, while for a general start the count in the main theorem is the best possible.

For a program that holds $k$ fixed and sums only over strictly later points, this means that the loop needs no convergence tolerance and can be replaced by the closed form. A program that uses the trapezoidal rule is not covered: there a point contributes to its own background, and the iteration does not in general end after finitely many steps. The values are real numbers, so rounding errors are not modelled.

## Agreement spreads from the last point

Take two backgrounds $B$ and $C$. The data cancel in the difference:

$$F(B)_i-F(C)_i=-k\sum_{j>i}(B_j-C_j).$$

After $n$ iterations the two runs agree at every point with $i+n\ge N$. For $n=0$ there is no such point. If the claim holds for $n$ and $i+n+1\ge N$, then every $j>i$ satisfies $j+n\ge N$, so each term of the sum is zero and the runs agree at $i$ after one more step.

## The closed form is a fixed point

Sum $B^*$ over the points after $i$ and exchange the order of summation:

$$\sum_{j>i}B^*_j=\sum_{l>i}I_l\;k\!\!\sum_{i<j<l}(1-k)^{\,l-j-1}.$$

With $m=l-j-1$, the inner sum runs over $m=0,\dots,l-i-2$ and is geometric:

$$k\sum_{m=0}^{l-i-2}(1-k)^m=1-(1-k)^{\,l-i-1}.$$

This also holds for $k=0$, since nothing has been divided by $k$. Hence

$$F(B^*)_i=k\sum_{l>i}\bigl(I_l-I_l+(1-k)^{\,l-i-1}I_l\bigr)=B^*_i .$$

Now compare any start $B_0$ with the start $B^*$, which does not move. After $n\ge N$ iterations they agree at all points, so $F^n(B_0)=B^*$. If $B$ is a fixed point, then $B=F^N(B)=B^*$.

## The last difference to disappear

On points $0,\dots,N$, let $D^{(n)}$ be the difference of two runs after $n$ iterations. Then

$$D^{(n)}_{N-n}=(-k)^n D^{(0)}_N\qquad(0\le n\le N).$$

For $n=0$ this is an identity. For the next step, at point $N-n-1$, all later points except $N-n$ already agree, so $D^{(n+1)}_{N-n-1}=-k\,D^{(n)}_{N-n}$.

Let the second run start from $B^*$, where $B^*_N=0$. After $N$ iterations only point $0$ can still differ, and its difference is $(-k)^N (B_0)_N$. For $k\ne0$ this is zero exactly when $(B_0)_N=0$.

## The Lean file

```lean
import Mathlib

open Finset

namespace ShirleyBackground

noncomputable section

/-- The Shirley map with fixed coefficient `k`: the new background at point `i` is `k` times
the background-subtracted signal summed over all later points. -/
def shirleyMap {N : ℕ} (k : ℝ) (I B : Fin N → ℝ) : Fin N → ℝ :=
  fun i => k * ∑ j ∈ Ioi i, (I j - B j)

/-- The closed-form background: each later data point `j > i` contributes to point `i` with
weight `k (1 - k) ^ (j - i - 1)`. -/
def closedBackground {N : ℕ} (k : ℝ) (I : Fin N → ℝ) : Fin N → ℝ :=
  fun i => k * ∑ j ∈ Ioi i, (1 - k) ^ ((j : ℕ) - (i : ℕ) - 1) * I j

/-- One Shirley step turns the difference of two backgrounds into `-k` times its sum over
the later points; the data drop out. -/
theorem shirleyMap_sub {N : ℕ} (k : ℝ) (I B C : Fin N → ℝ) (i : Fin N) :
    shirleyMap k I B i - shirleyMap k I C i = -k * ∑ j ∈ Ioi i, (B j - C j) := by
  simp only [shirleyMap, Finset.sum_sub_distrib]
  ring

/-- After `n` iterations, any two starting backgrounds give the same values on the last `n`
energy points. -/
theorem iterate_agree {N : ℕ} (k : ℝ) (I B C : Fin N → ℝ) (n : ℕ) :
    ∀ i : Fin N, N ≤ (i : ℕ) + n →
      (shirleyMap k I)^[n] B i = (shirleyMap k I)^[n] C i := by
  induction n with
  | zero =>
    intro i hi
    have := i.isLt
    omega
  | succ n ih =>
    intro i hi
    rw [Function.iterate_succ_apply', Function.iterate_succ_apply']
    apply sub_eq_zero.mp
    -- every later point already agrees, so no difference is propagated
    have hs : ∑ j ∈ Ioi i, ((shirleyMap k I)^[n] B j - (shirleyMap k I)^[n] C j) = 0 := by
      apply Finset.sum_eq_zero
      intro j hj
      simp only [Finset.mem_Ioi, Fin.lt_def] at hj
      rw [ih j (by omega), sub_self]
    rw [shirleyMap_sub, hs, mul_zero]

/-- The closed-form background is reproduced by the Shirley map, for every real `k`. -/
theorem closedBackground_fixed {N : ℕ} (k : ℝ) (I : Fin N → ℝ) :
    shirleyMap k I (closedBackground k I) = closedBackground k I := by
  funext i
  -- the weights between two points form a geometric series
  have geom : ∀ l : Fin N, k * ∑ j ∈ Ioo i l, (1 - k) ^ ((l : ℕ) - (j : ℕ) - 1)
      = 1 - (1 - k) ^ ((l : ℕ) - (i : ℕ) - 1) := by
    intro l
    have hl := l.isLt
    have hr : ∑ j ∈ Ioo i l, (1 - k) ^ ((l : ℕ) - (j : ℕ) - 1)
        = ∑ m ∈ range ((l : ℕ) - (i : ℕ) - 1), (1 - k) ^ m := by
      apply Finset.sum_bij (fun (j : Fin N) _ => (l : ℕ) - (j : ℕ) - 1)
      · intro j hj
        simp only [Finset.mem_Ioo, Fin.lt_def] at hj
        simp only [Finset.mem_range]
        omega
      · intro a ha b hb h
        simp only [Finset.mem_Ioo, Fin.lt_def] at ha hb
        have h' : (l : ℕ) - (a : ℕ) - 1 = (l : ℕ) - (b : ℕ) - 1 := h
        apply Fin.ext
        omega
      · intro m hm
        rw [Finset.mem_range] at hm
        refine ⟨⟨(l : ℕ) - 1 - m, by omega⟩, ?_, ?_⟩
        · simp only [Finset.mem_Ioo, Fin.lt_def]
          omega
        · show (l : ℕ) - ((l : ℕ) - 1 - m) - 1 = m
          omega
      · intro j _
        rfl
    have hg := mul_neg_geom_sum (1 - k) ((l : ℕ) - (i : ℕ) - 1)
    rw [hr, ← hg]
    ring
  -- exchange the order of summation in the accumulated background
  have hswap : ∑ j ∈ Ioi i, closedBackground k I j
      = ∑ l ∈ Ioi i, (1 - (1 - k) ^ ((l : ℕ) - (i : ℕ) - 1)) * I l := by
    calc ∑ j ∈ Ioi i, closedBackground k I j
        = ∑ j ∈ Ioi i, ∑ l ∈ Ioi j, k * ((1 - k) ^ ((l : ℕ) - (j : ℕ) - 1) * I l) := by
          simp only [closedBackground, Finset.mul_sum]
      _ = ∑ l ∈ Ioi i, ∑ j ∈ Ioo i l, k * ((1 - k) ^ ((l : ℕ) - (j : ℕ) - 1) * I l) := by
          apply Finset.sum_comm'
          intro j l
          simp only [Finset.mem_Ioi, Finset.mem_Ioo, Fin.lt_def]
          omega
      _ = _ := by
          apply Finset.sum_congr rfl
          intro l _
          rw [← geom l, Finset.mul_sum, Finset.sum_mul]
          apply Finset.sum_congr rfl
          intro j _
          ring
  show k * ∑ j ∈ Ioi i, (I j - closedBackground k I j)
    = k * ∑ j ∈ Ioi i, (1 - k) ^ ((j : ℕ) - (i : ℕ) - 1) * I j
  rw [Finset.sum_sub_distrib, hswap, ← Finset.sum_sub_distrib]
  congr 1
  apply Finset.sum_congr rfl
  intro j _
  ring

/-- For every real `k`, the closed-form background is the only fixed point of the Shirley map
on `N` points, and `N` or more iterations from any starting background give it exactly. -/
theorem shirley_exact_termination {N : ℕ} (k : ℝ) (I : Fin N → ℝ) :
    (∀ B, shirleyMap k I B = B ↔ B = closedBackground k I) ∧
      ∀ (B₀ : Fin N → ℝ) (n : ℕ), N ≤ n →
        (shirleyMap k I)^[n] B₀ = closedBackground k I := by
  have reach : ∀ (B₀ : Fin N → ℝ) (n : ℕ), N ≤ n →
      (shirleyMap k I)^[n] B₀ = closedBackground k I := by
    intro B₀ n hn
    funext i
    have h := iterate_agree k I B₀ (closedBackground k I) n i (by omega)
    rwa [Function.iterate_fixed (closedBackground_fixed k I)] at h
  refine ⟨fun B => ⟨fun hB => ?_, fun hB => ?_⟩, reach⟩
  · -- a fixed point does not move, yet it must arrive at the closed form
    have h := reach B N le_rfl
    rwa [Function.iterate_fixed hB] at h
  · rw [hB]
    exact closedBackground_fixed k I

/-- On `N + 1` points, the difference of two runs after `n` iterations, taken `n` places before
the last point, is `(-k) ^ n` times their initial difference at the last point. -/
theorem leading_difference {N : ℕ} (k : ℝ) (I B C : Fin (N + 1) → ℝ) (n : ℕ) :
    ∀ i : Fin (N + 1), (i : ℕ) + n = N →
      (shirleyMap k I)^[n] B i - (shirleyMap k I)^[n] C i
        = (-k) ^ n * (B (Fin.last N) - C (Fin.last N)) := by
  induction n with
  | zero =>
    intro i hi
    have h : i = Fin.last N := Fin.ext (by simpa using hi)
    rw [h]
    simp
  | succ n ih =>
    intro i hi
    rw [Function.iterate_succ_apply', Function.iterate_succ_apply', shirleyMap_sub]
    -- only the next point can still carry a difference
    have hs : ∑ j ∈ Ioi i, ((shirleyMap k I)^[n] B j - (shirleyMap k I)^[n] C j)
        = (-k) ^ n * (B (Fin.last N) - C (Fin.last N)) := by
      rw [← ih ⟨(i : ℕ) + 1, by omega⟩ (by show (i : ℕ) + 1 + n = N; omega)]
      apply Finset.sum_eq_single
      · intro b hb hne
        simp only [Finset.mem_Ioi, Fin.lt_def] at hb
        have hb' : (b : ℕ) ≠ (i : ℕ) + 1 := fun h => hne (Fin.ext h)
        rw [iterate_agree k I B C n b (by omega), sub_self]
      · intro h
        exact absurd (Finset.mem_Ioi.mpr (Fin.lt_def.mpr (Nat.lt_succ_self _))) h
    rw [hs, pow_succ]
    ring

/-- For `k ≠ 0` on `N + 1` points, one iteration fewer than the number of points gives the
closed-form background exactly when the starting background vanishes at the last point. -/
theorem one_fewer_iff {N : ℕ} {k : ℝ} (hk : k ≠ 0) (I B₀ : Fin (N + 1) → ℝ) :
    (shirleyMap k I)^[N] B₀ = closedBackground k I ↔ B₀ (Fin.last N) = 0 := by
  have hlast : closedBackground k I (Fin.last N) = 0 := by
    unfold closedBackground
    rw [Finset.sum_eq_zero, mul_zero]
    intro j hj
    exact absurd (Finset.mem_Ioi.mp hj) (not_lt_of_ge (Fin.le_last j))
  have h0 := leading_difference k I B₀ (closedBackground k I) N 0 (by simp)
  rw [Function.iterate_fixed (closedBackground_fixed k I), hlast, sub_zero] at h0
  constructor
  · intro h
    rw [h, sub_self] at h0
    exact (mul_eq_zero.mp h0.symm).resolve_left (pow_ne_zero _ (neg_ne_zero.mpr hk))
  · intro hB
    rw [hB, mul_zero] at h0
    funext i
    by_cases hi : i = 0
    · rw [hi]
      exact sub_eq_zero.mp h0
    · have hi' : (i : ℕ) ≠ 0 := fun h => hi (Fin.ext (by simpa using h))
      have h := iterate_agree k I B₀ (closedBackground k I) N i (by omega)
      rwa [Function.iterate_fixed (closedBackground_fixed k I)] at h

end

end ShirleyBackground
```

```lean
#print axioms ShirleyBackground.shirley_exact_termination
-- 'ShirleyBackground.shirley_exact_termination' depends on axioms: [propext, Classical.choice, Quot.sound]
#print axioms ShirleyBackground.one_fewer_iff
-- 'ShirleyBackground.one_fewer_iff' depends on axioms: [propext, Classical.choice, Quot.sound]
```

## From the derivation to the Lean proof

`shirleyMap_sub` is the cancellation of the data. `iterate_agree` is the induction on $n$: `Function.iterate_succ_apply'` exposes the last application of the map, and `Finset.sum_eq_zero` removes the sum over points that already agree.

`closedBackground_fixed` contains most of the work. Its step `geom` evaluates the inner sum: `Finset.sum_bij` carries out the substitution $m=l-j-1$, and `mul_neg_geom_sum` supplies the geometric series in its division-free form. The step `hswap` exchanges the two sums with `Finset.sum_comm'`, after which the data terms cancel.

In `shirley_exact_termination`, the step `reach` applies `iterate_agree` to the given start and the closed form, and `Function.iterate_fixed` replaces the second run by $B^*$. Uniqueness applies `reach` to a fixed point with $n=N$.

`leading_difference` uses `Finset.sum_eq_single` to keep the one point that can still differ. `one_fewer_iff` evaluates this result at point $0$; in the direction from $(B_0)_N=0$ to termination, `iterate_agree` takes care of all the other points.
